# A sextic double well with an eigenstate peaked on its central barrier

If the curvature of the potential energy alone decides where an atom sits, a negative curvature at a symmetric site means that the atom has left it. The harmonic frequency there is imaginary, the energy falls on either side, and the structure is declared distorted. For a quantum particle this inference can fail. In the model below the symmetric site is a local maximum of the potential, yet an eigenstate, known in closed form, has its greatest probability density exactly there.

## The level a/2 and the barrier top

Let x be the displacement along a single soft coordinate, in units with ħ and the mass equal to one. For real a and b put

ψ(x) = exp(−ax²/2 − bx⁴/4)

V(x) = (b²x⁶ + 2abx⁴ + (a² − 3b)x²)/2.

The claim is that for 0 ≤ a < √(3b) the function ψ is a square-integrable eigenfunction of −½ d²/dx² + V with energy a/2, that V is stationary at x = 0 with negative curvature, and that ψ² has its unique maximum at x = 0.

Let W(x) = ax + bx³. Differentiating the exponent gives ψ′ = −Wψ, and once more

ψ″ = −W′ψ − Wψ′ = (W² − W′)ψ.

Since W² = a²x² + 2abx⁴ + b²x⁶ and W′ = a + 3bx²,

(W² − W′)/2 = V − a/2.

Hence −ψ″/2 + Vψ = (a/2)ψ.

For the shape of the potential,

V′(x) = 3b²x⁵ + 4abx³ + (a² − 3b)x,

so V′(0) = 0 and V″(0) = a² − 3b, which is negative in the stated range. Factoring out x² gives

V(x) = x²((a + bx²)² − 3b)/2.

The potential is therefore below V(0) = 0 exactly when x ≠ 0 and (a + bx²)² < 3b.

The density, up to normalisation, is

ψ(x)² = exp(−ax² − bx⁴/2).

With a ≥ 0 and b > 0 the exponent is negative for every x ≠ 0 and zero at x = 0, which gives the unique central maximum. For integrability, expand the square (bx² + a − 1)²/(2b) ≥ 0 to obtain

ax² + bx⁴/2 ≥ x² − (a − 1)²/(2b),

so that ψ² is at most a constant times exp(−x²).

The physical reading is that the level a/2 lies at or above the barrier top V(0) = 0. The kinetic energy makes confinement to one of the side wells costly, and the density has a single peak at the centre instead of two displaced ones.

To compare a/2 with the energies of other states, take a real, continuously differentiable φ that vanishes at both ends of an interval. Expanding the square gives

φ′²/2 + Vφ² = (a/2)φ² − (Wφ²)′/2 + (φ′ + Wφ)²/2.

On integration the total derivative contributes nothing and the square contributes a non-negative amount. The energy of φ is thus at least (a/2)∫φ².

**A case with whole numbers.** Take a = 0 and b = 1. Then V = (x⁶ − 3x²)/2, with V″(0) = −3 and minima of depth −1 at x = ±1. The energy is 0, level with the barrier top. The density is proportional to exp(−x⁴/2), so at the well bottoms it is e^(−1/2) ≈ 0.61 of its central value.

**Negative a.** Take a = −1 and b = 1. The curvature is V″(0) = −2 and ψ is still a square-integrable eigenfunction, but ψ² = exp(x² − x⁴/2) equals e^(1/2) ≈ 1.65 at x = 1 and only 1 at the centre. The condition a < √(3b) without a ≥ 0 therefore does not secure the central peak. Here the level −1/2 lies below the barrier top.

## The model as Lean definitions

The wavefunction and the potential are functions of the two parameters and the position, all real numbers. The wavefunction is left unnormalised, which does not affect where its density is greatest.

```lean
import Mathlib

open MeasureTheory

namespace QuantumSymmetricSite

noncomputable section

/-- The wavefunction `exp(-a x²/2 - b x⁴/4)` of the soft coordinate `x`. -/
def amplitude (a b x : ℝ) : ℝ := Real.exp (-(a / 2 * x ^ 2 + b / 4 * x ^ 4))

/-- The sextic potential energy of the soft coordinate. -/
def potential (a b x : ℝ) : ℝ :=
  (b ^ 2 * x ^ 6 + 2 * a * b * x ^ 4 + (a ^ 2 - 3 * b) * x ^ 2) / 2
```

The three coefficients of V are fixed by only two parameters, so this is a special family of sextic potentials and not the general one. The parameter a sets the energy and the linear part of W; b sets the quartic decay of the exponent.

```lean
/-- The Hamiltonian `-½ d²/dx² + V`, in units with `ħ` and the mass equal to one. -/
def hamiltonian (V ψ : ℝ → ℝ) (x : ℝ) : ℝ := -(deriv (deriv ψ) x) / 2 + V x * ψ x
```

The Hamiltonian acts pointwise through the actual second derivative `deriv (deriv ψ) x`. No operator domain or self-adjointness is involved.

```lean
/-- The function `W = a x + b x³`. -/
def logSlope (a b x : ℝ) : ℝ := a * x + b * x ^ 3
```

This is W, the negative logarithmic derivative of ψ.

## The Schrödinger equation from a first-order one

The derivative of W follows from the power rule, and that of ψ from the chain rule for the exponential. In both proofs `ring` brings the result into the form used by hand.

```lean
/-- The derivative of `W` is `a + 3 b x²`. -/
theorem hasDerivAt_logSlope (a b x : ℝ) :
    HasDerivAt (logSlope a b) (a + 3 * b * x ^ 2) x := by
  have p3 : HasDerivAt (fun y : ℝ => y ^ 3) (3 * x ^ 2) x := by
    simpa using hasDerivAt_pow 3 x
  exact (((hasDerivAt_id' x).const_mul a).fun_add (p3.const_mul b)).congr_deriv (by ring)

/-- The wavefunction obeys the first-order equation `ψ' = -W ψ`. -/
theorem hasDerivAt_amplitude (a b x : ℝ) :
    HasDerivAt (amplitude a b) (-logSlope a b x * amplitude a b x) x := by
  have p2 : HasDerivAt (fun y : ℝ => y ^ 2) (2 * x) x := by
    simpa using hasDerivAt_pow 2 x
  have p4 : HasDerivAt (fun y : ℝ => y ^ 4) (4 * x ^ 3) x := by
    simpa using hasDerivAt_pow 4 x
  exact ((p2.const_mul (a / 2)).fun_add (p4.const_mul (b / 4))).fun_neg.exp.congr_deriv
    (by simp only [amplitude, logSlope]; ring)
```

The second statement is ψ′ = −Wψ. In the next proof `hd` records it as an equality of functions, `h2` differentiates the product −Wψ, and `ring` confirms the identity between W² − W′ and V.

```lean
/-- The wavefunction solves the stationary Schrödinger equation with energy `a/2`. -/
theorem schrodinger (a b x : ℝ) :
    hamiltonian (potential a b) (amplitude a b) x = a / 2 * amplitude a b x := by
  have hd : deriv (amplitude a b) = fun y => -logSlope a b y * amplitude a b y :=
    funext fun y => (hasDerivAt_amplitude a b y).deriv
  -- differentiate `ψ' = -W ψ` once more
  have h2 := (hasDerivAt_logSlope a b x).fun_neg.fun_mul (hasDerivAt_amplitude a b x)
  unfold hamiltonian
  rw [hd, h2.deriv]
  simp only [potential, logSlope]
  ring
```

The equation holds at every x and for all real a and b. The restrictions on the parameters enter only with curvature, integrability and the position of the peak.

## Curvature and the region below the centre

The first derivative of V is computed at every point, as `hd`, and then differentiated at zero, where the cubic and quintic terms contribute nothing.

```lean
/-- The symmetric site is a stationary point of the potential, with curvature `a² - 3b`. -/
theorem potential_curvature (a b : ℝ) :
    deriv (potential a b) 0 = 0 ∧ deriv (deriv (potential a b)) 0 = a ^ 2 - 3 * b := by
  have p (n : ℕ) (x : ℝ) := hasDerivAt_pow n x
  have hd : deriv (potential a b) = fun x =>
      3 * b ^ 2 * x ^ 5 + 4 * a * b * x ^ 3 + (a ^ 2 - 3 * b) * x := by
    funext x
    have p2 : HasDerivAt (fun y : ℝ => y ^ 2) (2 * x) x := by simpa using p 2 x
    have p4 : HasDerivAt (fun y : ℝ => y ^ 4) (4 * x ^ 3) x := by simpa using p 4 x
    have p6 : HasDerivAt (fun y : ℝ => y ^ 6) (6 * x ^ 5) x := by simpa using p 6 x
    have h : HasDerivAt (potential a b) _ x :=
      (((p6.const_mul (b ^ 2)).fun_add (p4.const_mul (2 * a * b))).fun_add
        (p2.const_mul (a ^ 2 - 3 * b))).div_const 2
    rw [h.deriv]
    ring
  have q3 : HasDerivAt (fun y : ℝ => y ^ 3) 0 0 := by simpa using p 3 0
  have q5 : HasDerivAt (fun y : ℝ => y ^ 5) 0 0 := by simpa using p 5 0
  have h2 := ((q5.const_mul (3 * b ^ 2)).fun_add (q3.const_mul (4 * a * b))).fun_add
    ((hasDerivAt_id' (0 : ℝ)).const_mul (a ^ 2 - 3 * b))
  rw [hd]
  refine ⟨by ring, ?_⟩
  rw [h2.deriv]
  ring
```

The next theorem locates the positions with lower potential energy than the symmetric site. The equation `e` is the factorisation with x² in front, and the two directions of the equivalence are sign arguments about that product.

```lean
/-- The potential lies below its value at the symmetric site exactly at the displaced
positions with `(a + b x²)² < 3b`. -/
theorem potential_lt_centre_iff (a b x : ℝ) :
    potential a b x < potential a b 0 ↔ x ≠ 0 ∧ (a + b * x ^ 2) ^ 2 < 3 * b := by
  have h0 : potential a b 0 = 0 := by simp [potential]
  have e : potential a b x = x ^ 2 * ((a + b * x ^ 2) ^ 2 - 3 * b) / 2 := by
    unfold potential
    ring
  constructor
  · intro h
    refine ⟨fun hx => by rw [hx] at h; exact lt_irrefl _ h, ?_⟩
    by_contra hn
    have := mul_nonneg (sq_nonneg x) (sub_nonneg.mpr (not_lt.mp hn))
    linarith
  · rintro ⟨hx, h⟩
    have hx2 : 0 < x ^ 2 := by positivity
    have := mul_neg_of_pos_of_neg hx2 (sub_neg.mpr h)
    linarith
```

## A normalisable density

Squaring the wavefunction doubles its exponent.

```lean
/-- The probability density is `exp(-a x² - b x⁴/2)`, up to normalisation. -/
theorem density_eq (a b x : ℝ) :
    amplitude a b x ^ 2 = Real.exp (-(a * x ^ 2 + b / 2 * x ^ 4)) := by
  unfold amplitude
  rw [pow_two, ← Real.exp_add]
  congr 1
  ring
```

`Integrable` here refers to the whole real line with its usual length measure. The Gaussian bound from the completed square appears as `h` and `e`, and `hg.mono'` transfers integrability from the Gaussian to ψ².

```lean
/-- For `b > 0` the wavefunction is square-integrable on the whole line. -/
theorem integrable_density (a : ℝ) {b : ℝ} (hb : 0 < b) :
    Integrable (fun x => amplitude a b x ^ 2) := by
  have hg : Integrable (fun x : ℝ =>
      Real.exp ((a - 1) ^ 2 / (2 * b)) * Real.exp (-1 * x ^ 2)) :=
    (integrable_exp_neg_mul_sq one_pos).const_mul _
  refine hg.mono' (Continuous.aestronglyMeasurable (by unfold amplitude; fun_prop))
    (Filter.Eventually.of_forall fun x => ?_)
  rw [Real.norm_of_nonneg (sq_nonneg _), density_eq, ← Real.exp_add]
  apply Real.exp_le_exp.mpr
  -- completing the square in `x²` gives a Gaussian bound
  have h : 0 ≤ (b * x ^ 2 + (a - 1)) ^ 2 / (2 * b) := by positivity
  have e : (b * x ^ 2 + (a - 1)) ^ 2 / (2 * b)
      = b / 2 * x ^ 4 + (a - 1) * x ^ 2 + (a - 1) ^ 2 / (2 * b) := by
    field_simp
    ring
  linarith
```

## A lower bound on trial energies

The hypotheses `hφ` and `hφ'` say that φ has the continuous derivative φ′ everywhere; `hl` and `hr` make φ vanish at the ends l and r. The inequality compares unnormalised quantities, so for a trial function of unit norm on the interval it reads: energy at least a/2.

```lean
/-- Every real, continuously differentiable trial function that vanishes at both ends of an
interval has an energy of at least `a/2` times its squared norm. -/
theorem energy_lower_bound (a b : ℝ) {l r : ℝ} (hlr : l ≤ r) {φ φ' : ℝ → ℝ}
    (hφ : ∀ x, HasDerivAt φ (φ' x) x) (hφ' : Continuous φ') (hl : φ l = 0) (hr : φ r = 0) :
    a / 2 * ∫ x in l..r, φ x ^ 2 ≤
      ∫ x in l..r, (φ' x ^ 2 / 2 + potential a b x * φ x ^ 2) := by
  have hc : Continuous φ := continuous_iff_continuousAt.mpr fun x => (hφ x).continuousAt
  let G : ℝ → ℝ := fun x => ((a + 3 * b * x ^ 2) * (φ x * φ x)
    + (a * x + b * x ^ 3) * (φ' x * φ x + φ x * φ' x)) / 2
  have hG : Continuous G := by
    dsimp only [G]
    fun_prop
  -- `G` is the total derivative of `W φ² / 2`, so it integrates to zero
  have hG0 : ∫ x in l..r, G x = 0 := by
    have h := intervalIntegral.integral_eq_sub_of_hasDerivAt
      (f := fun x => logSlope a b x * (φ x * φ x) / 2) (f' := G) (a := l) (b := r)
      (fun x _ => ((hasDerivAt_logSlope a b x).fun_mul
        ((hφ x).fun_mul (hφ x))).div_const 2) (hG.intervalIntegrable l r)
    rw [h, hl, hr]
    ring
  have hN : Continuous fun x => a / 2 * φ x ^ 2 := by fun_prop
  have hE : Continuous fun x => φ' x ^ 2 / 2 + potential a b x * φ x ^ 2 := by
    unfold potential
    fun_prop
  have hD : Continuous fun x => a / 2 * φ x ^ 2 - G x := hN.sub hG
  have hm : ∫ x in l..r, (a / 2 * φ x ^ 2 - G x) ≤
      ∫ x in l..r, (φ' x ^ 2 / 2 + potential a b x * φ x ^ 2) := by
    refine intervalIntegral.integral_mono_on hlr (hD.intervalIntegrable l r)
      (hE.intervalIntegrable l r) (fun x _ => ?_)
    -- the difference of the integrands is half a perfect square
    have hs := sq_nonneg (φ' x + (a * x + b * x ^ 3) * φ x)
    simp only [G, potential]
    linarith
  have hsub : ∫ x in l..r, (a / 2 * φ x ^ 2 - G x) =
      (∫ x in l..r, a / 2 * φ x ^ 2) - ∫ x in l..r, G x :=
    intervalIntegral.integral_sub (hN.intervalIntegrable l r) (hG.intervalIntegrable l r)
  rw [hsub, hG0, intervalIntegral.integral_const_mul] at hm
  linarith
```

The auxiliary function `G` is (Wφ²)′/2. The fundamental theorem of calculus, applied in `hG0`, makes its integral equal to the difference of boundary values, which is zero. The non-negative square `hs` gives the pointwise inequality between the integrands, and `integral_mono_on` integrates it.

The trial functions vanish at the ends of a finite interval. Calling ψ the ground state on the whole line takes a further, standard approximation argument, which the file does not contain.

## When the peak is central

For b > 0 the position of the maximum is tied to the energy: the density has its unique maximum at x = 0 if and only if V(0) ≤ a/2. As V(0) = 0, this is the condition a ≥ 0.

```lean
/-- For `b > 0` the density has its unique maximum at the symmetric site if and only if
the energy `a/2` is not below the potential at that site. -/
theorem central_peak_iff (a : ℝ) {b : ℝ} (hb : 0 < b) :
    (∀ x, x ≠ 0 → amplitude a b x ^ 2 < amplitude a b 0 ^ 2) ↔
      potential a b 0 ≤ a / 2 := by
  have h0 : potential a b 0 = 0 := by simp [potential]
  rw [h0]
  simp only [density_eq, Real.exp_lt_exp]
  constructor
  · intro h
    by_contra hn
    have ha : a < 0 := by linarith [not_le.mp hn]
    -- for negative `a` the density is larger at `x² = -a/b`
    have hpos : 0 < -a / b := div_pos (by linarith) hb
    have hx : √(-a / b) ≠ 0 := (Real.sqrt_pos.mpr hpos).ne'
    have hx2 : b * √(-a / b) ^ 2 = -a := by
      rw [Real.sq_sqrt hpos.le]
      field_simp
    generalize √(-a / b) = x at hx hx2
    have h1 := h x hx
    have e : a * x ^ 2 + b / 2 * x ^ 4 = a / 2 * x ^ 2 := by
      linear_combination (x ^ 2 / 2) * hx2
    have h2 : a / 2 * x ^ 2 < 0 := mul_neg_of_neg_of_pos (by linarith) (by positivity)
    linarith
  · intro ha x hx
    have h1 : 0 < b / 2 * x ^ 4 := by positivity
    have h2 : 0 ≤ a * x ^ 2 := mul_nonneg (by linarith) (sq_nonneg x)
    linarith
```

After `simp only` the comparison of densities has become a comparison of exponents. If a is negative, the proof tests the point with x² = −a/b, where ax² + bx⁴/2 equals ax²/2 and is negative, so the density there exceeds the central one. If a is non-negative, the quartic term is strictly positive away from the centre and the quadratic term cannot offset it.

The theorem is proved for this family of potentials and this eigenstate. Part of it is more general: in any smooth symmetric potential, an eigenstate of energy E satisfies ψ″(0) = 2(V(0) − E)ψ(0), so a real even eigenstate with ψ(0) ≠ 0 has a local maximum of its density at the centre if E > V(0) and a local minimum if E < V(0). Whether a local maximum there is also the greatest value depends on the rest of the potential and on the state, and an odd eigenstate has zero density at the centre whatever its energy.

## An unstable curvature with a central maximum

The final theorem assumes only 0 ≤ a and a < √(3b). Its conclusion has four parts: V is stationary at zero with negative second derivative, the Schrödinger equation holds at every x with energy a/2, ψ² is integrable, and ψ² is strictly smaller at every x ≠ 0 than at zero.

```lean
/-- For `0 ≤ a < √(3b)` the potential is stationary with negative curvature at the symmetric
site, while its square-integrable eigenfunction of energy `a/2` has a density with its unique
maximum there. -/
theorem zero_point_motion_restores_symmetric_site {a b : ℝ} (ha : 0 ≤ a)
    (hab : a < √(3 * b)) :
    (deriv (potential a b) 0 = 0 ∧ deriv (deriv (potential a b)) 0 < 0) ∧
    (∀ x, hamiltonian (potential a b) (amplitude a b) x = a / 2 * amplitude a b x) ∧
    Integrable (fun x => amplitude a b x ^ 2) ∧
    ∀ x, x ≠ 0 → amplitude a b x ^ 2 < amplitude a b 0 ^ 2 := by
  have h : a ^ 2 < 3 * b := (Real.lt_sqrt ha).mp hab
  have hb : 0 < b := by linarith [sq_nonneg a]
  obtain ⟨h1, h2⟩ := potential_curvature a b
  refine ⟨⟨h1, by rw [h2]; linarith⟩, schrodinger a b, integrable_density a hb, ?_⟩
  apply (central_peak_iff a hb).mpr
  have h0 : potential a b 0 = 0 := by simp [potential]
  linarith

end

end QuantumSymmetricSite
```

The proof turns the assumed range into a² < 3b, from which b > 0 follows. The curvature theorem then gives the negative sign, and the equivalence for the central peak applies because V(0) = 0 ≤ a/2.

The word "restores" in the theorem's name refers to the peak of the density. A symmetric double well can have a symmetric density with two displaced peaks, so symmetry of the density alone would say less than a unique maximum at the centre. The model has one particle in one coordinate in a single stationary state, without temperature or coupling between lattice cells, and hence describes no phase transition. Within that restriction it bears on how lattice-dynamics calculations are read: an imaginary harmonic frequency at a symmetric site does not by itself show that the quantum density peaks elsewhere.

```lean
#print axioms QuantumSymmetricSite.potential_lt_centre_iff
#print axioms QuantumSymmetricSite.energy_lower_bound
#print axioms QuantumSymmetricSite.central_peak_iff
#print axioms QuantumSymmetricSite.zero_point_motion_restores_symmetric_site
```

```
'QuantumSymmetricSite.potential_lt_centre_iff' depends on axioms: [propext, Classical.choice, Quot.sound]
'QuantumSymmetricSite.energy_lower_bound' depends on axioms: [propext, Classical.choice, Quot.sound]
'QuantumSymmetricSite.central_peak_iff' depends on axioms: [propext, Classical.choice, Quot.sound]
'QuantumSymmetricSite.zero_point_motion_restores_symmetric_site' depends on axioms: [propext, Classical.choice, Quot.sound]
```
